# Closed nearest-neighbour walks of 2n steps on the bcc lattice number (2n choose n)³

A walk is modelled here by its sequence of steps, not by the sites it visits. It is a function w from the time labels i = 0, …, N−1 to integer vectors, and it is closed when its steps add up to zero. The same sequence can be walked from any site, so all counts are of walks from one given site. Lengths are in units of half the cubic lattice constant, so that all coordinates are integers.

```lean
import Mathlib

open Finset

namespace BccClosedWalks

noncomputable section
```

## Steps, walks and the hopping Hamiltonian

From a bcc site, the eight nearest neighbours are reached by the vectors (±1,±1,±1). `Fintype.piFinset` forms this set by choosing 1 or −1 independently for each axis j = 0, 1, 2.

```lean
/-- The eight nearest-neighbour vectors (±1,±1,±1) of the bcc lattice, in units of half the
cubic lattice constant. -/
def bccSteps : Finset (Fin 3 → ℤ) := Fintype.piFinset fun _ => {1, -1}
```

The N-step walks with total displacement r are the sequences of such vectors with

∑ᵢ wᵢ = r.

Sites may be revisited and steps retraced.

```lean
/-- The walks of `N` bcc steps with total displacement `r`. -/
def walks (N : ℕ) (r : Fin 3 → ℤ) : Finset (Fin N → Fin 3 → ℤ) :=
  (Fintype.piFinset fun _ => bccSteps).filter fun w => ∑ i, w i = r
```

The one-dimensional analogue is a sequence of N signs with sum x.

```lean
/-- The sequences of `N` steps ±1 on a line with total displacement `x`. -/
def lineWalks (N : ℕ) (x : ℤ) : Finset (Fin N → ℤ) :=
  (Fintype.piFinset fun _ => {1, -1}).filter fun w => ∑ i, w i = x
```

The electronic model has one orbital per site, no interactions, and the same hopping amplitude to each nearest neighbour. With the matrix element between neighbours set to +1 and the on-site energy set to zero, the Hamiltonian acts on a wave function ψ by

(Hψ)(r) = ∑ₛ ψ(r + s), with s running over the eight steps.

For the common convention of a real matrix element −t, H and the band energy below are multiplied by −t, and the 2n-th moments by t²ⁿ. In Lean, ψ is defined on all integer vectors. The bcc sites are those whose coordinates are all even or all odd; H never connects them to the other vectors, so a state that starts at the origin stays on the bcc lattice.

```lean
/-- The tight-binding Hamiltonian with unit hopping amplitude: it sums the amplitude over
the eight bcc neighbours of a site. -/
def hop (ψ : (Fin 3 → ℤ) → ℂ) : (Fin 3 → ℤ) → ℂ := fun r => ∑ s ∈ bccSteps, ψ (r + s)
```

The state localised at the origin is 1 there and 0 elsewhere.

```lean
/-- The state localised on the site at the origin. -/
def siteState : (Fin 3 → ℤ) → ℂ := fun r => if r = 0 then 1 else 0
```

For a dimensionless wave vector q, with components measured in inverse units of half the lattice constant, the plane wave is exp(i q·r). The code calls this vector `k`.

```lean
/-- The plane wave exp(i k·r) on the lattice sites. -/
def planeWave (k : Fin 3 → ℝ) (r : Fin 3 → ℤ) : ℂ :=
  Complex.exp (Complex.I * ∑ j, (k j : ℂ) * (r j : ℂ))
```

Its energy will turn out to be

E(q) = 8 cos q₀ cos q₁ cos q₂.

```lean
/-- The bcc band energy 8 cos k₀ cos k₁ cos k₂. -/
def bandEnergy (k : Fin 3 → ℝ) : ℝ :=
  8 * Real.cos (k 0) * Real.cos (k 1) * Real.cos (k 2)
```

## Counting signs on a line

If p of the N signs are +1, the other N − p are −1, and the sum is

p − (N − p) = 2p − N.

The proof writes each sign as 2·[wᵢ = 1] − 1, where the bracket is 1 if the condition holds and 0 otherwise, and sums over i.

```lean
/-- The displacement of a sequence of steps ±1 is twice the number of forward steps minus
the number of all steps. -/
theorem sum_signs {N : ℕ} (w : Fin N → ℤ) (hw : ∀ i, w i = 1 ∨ w i = -1) :
    ∑ i, w i = 2 * ((univ.filter fun i => w i = 1).card : ℤ) - N := by
  have h : ∀ i, w i = 2 * (if w i = 1 then (1 : ℤ) else 0) - 1 := by
    intro i
    rcases hw i with h | h <;> simp [h]
  rw [Finset.sum_congr rfl (fun i _ => h i), Finset.sum_sub_distrib, ← Finset.mul_sum,
    Finset.sum_boole]
  simp
```

A sign sequence with sum 2k − N therefore has exactly k plus signs. Choosing it means choosing which k of the N time labels carry them, so

number of sequences = (N choose k).

The Lean proof makes this a bijection: a k-element subset s goes to the sequence that is +1 on s and −1 elsewhere. Its three parts show that the image has the right sum, that different subsets give different sequences, and that every sequence arises. In the last part, `omega` recovers the subset's size from 2p − N = 2k − N. For k > N both sides are zero.

```lean
/-- On a line, the walks of `N` steps ±1 with `k` forward steps, which end at 2k − N,
number `N` choose `k`. -/
theorem card_lineWalks (N k : ℕ) : (lineWalks N (2 * k - N)).card = N.choose k := by
  have hc : (powersetCard k (univ : Finset (Fin N))).card = N.choose k := by simp
  rw [← hc]
  symm
  -- a subset of the time steps marks the forward steps
  refine Finset.card_bij (fun s _ => fun i => if i ∈ s then (1 : ℤ) else -1) ?_ ?_ ?_
  · intro s hs
    have hk : s.card = k := (Finset.mem_powersetCard.mp hs).2
    have hw : ∀ i : Fin N, (if i ∈ s then (1 : ℤ) else -1) = 1 ∨
        (if i ∈ s then (1 : ℤ) else -1) = -1 := by
      intro i
      by_cases h : i ∈ s <;> simp [h]
    have hf : (univ.filter fun i : Fin N => (if i ∈ s then (1 : ℤ) else -1) = 1) = s := by
      ext i
      by_cases h : i ∈ s <;> simp [h]
    have hsum := sum_signs _ hw
    rw [hf, hk] at hsum
    refine Finset.mem_filter.mpr ⟨Fintype.mem_piFinset.mpr fun i => ?_, hsum⟩
    simpa only [Finset.mem_insert, Finset.mem_singleton] using hw i
  · intro s _ t _ h
    ext i
    have hi := congrFun h i
    by_cases h1 : i ∈ s <;> by_cases h2 : i ∈ t <;> simp_all
  · intro w hw
    obtain ⟨h1, h2⟩ := Finset.mem_filter.mp hw
    have hs : ∀ i, w i = 1 ∨ w i = -1 := by
      intro i
      simpa only [Finset.mem_insert, Finset.mem_singleton] using Fintype.mem_piFinset.mp h1 i
    have h3 := sum_signs w hs
    refine ⟨univ.filter fun i => w i = 1,
      Finset.mem_powersetCard.mpr ⟨Finset.subset_univ _, by omega⟩, ?_⟩
    funext i
    rcases hs i with h | h <;> simp [h]
```

## Three independent components

The condition on a bcc walk separates by axis: every component wᵢⱼ is ±1, and for each j

∑ᵢ wᵢⱼ = rⱼ.

```lean
/-- A sequence of vectors is a bcc walk with displacement `r` exactly when all components of
its steps are ±1 and they add up to `r` along each axis. -/
theorem mem_walks {N : ℕ} {r : Fin 3 → ℤ} {w : Fin N → Fin 3 → ℤ} :
    w ∈ walks N r ↔ (∀ i j, w i j = 1 ∨ w i j = -1) ∧ ∀ j, ∑ i, w i j = r j := by
  simp [walks, bccSteps, funext_iff]
```

Reading the array wᵢⱼ by axis instead of by time turns one bcc walk into three sign sequences with no constraint between them. The counts multiply, and the walks that end at rⱼ = 2kⱼ − N number

(N choose k₀)(N choose k₁)(N choose k₂).

The two maps given to `Finset.card_bij'` are this transposition and its inverse.

```lean
/-- The number of `N`-step bcc walks whose displacement has the components 2kⱼ − N is the
product of the three binomial coefficients `N` choose kⱼ. -/
theorem card_walks (N : ℕ) (k : Fin 3 → ℕ) :
    (walks N fun j => 2 * (k j : ℤ) - N).card = ∏ j, N.choose (k j) := by
  have hl : ∀ (x : ℤ) (w : Fin N → ℤ),
      w ∈ lineWalks N x ↔ (∀ i, w i = 1 ∨ w i = -1) ∧ ∑ i, w i = x := by
    intro x w
    simp [lineWalks]
  simp_rw [← card_lineWalks]
  rw [← Fintype.card_piFinset]
  -- the three Cartesian components of a walk are independent walks on a line
  refine Finset.card_bij' (fun w _ => fun j i => w i j) (fun v _ => fun i j => v j i)
    ?_ ?_ (fun _ _ => rfl) (fun _ _ => rfl)
  · intro w hw
    have h := mem_walks.mp hw
    exact Fintype.mem_piFinset.mpr fun j => (hl _ _).mpr ⟨fun i => h.1 i j, h.2 j⟩
  · intro v hv
    have h := fun j => (hl _ _).mp (Fintype.mem_piFinset.mp hv j)
    exact mem_walks.mpr ⟨fun i j => (h j).1 i, fun j => (h j).2⟩
```

For a closed walk of N = 2n steps, take kⱼ = n on every axis, since 2n − 2n = 0. The product becomes

(2n choose n)³.

For n = 0 this is 1, the empty walk; for n = 1 it is 8, one step out to any neighbour and back.

```lean
/-- The number of closed bcc walks of 2n steps is the cube of the binomial coefficient
2n choose n. -/
theorem card_closed_walks (n : ℕ) : (walks (2 * n) 0).card = ((2 * n).choose n) ^ 3 := by
  have h := card_walks (2 * n) (fun _ => n)
  have h0 : (fun _ : Fin 3 => 2 * (n : ℤ) - ((2 * n : ℕ) : ℤ)) = 0 := by
    funext j
    simp
  rw [h0] at h
  rw [h]
  simp
```

An odd walk can't close. Along axis 0 its displacement is 2p − (2n + 1), which is odd and so never zero.

```lean
/-- No bcc walk with an odd number of steps is closed. -/
theorem no_odd_closed_walks (n : ℕ) : walks (2 * n + 1) 0 = ∅ := by
  refine Finset.eq_empty_of_forall_notMem fun w hw => ?_
  obtain ⟨h1, h2⟩ := mem_walks.mp hw
  have h3 := sum_signs (fun i => w i 0) (fun i => h1 i 0)
  have h4 : ∑ i, w i 0 = 0 := h2 0
  rw [h4] at h3
  push_cast at h3
  omega
```

## From walks to powers of the Hamiltonian

Applying H once sums over one step. Applying it N times gives

(Hᴺψ)(r) = ∑ over N-step walks w of ψ(r + ∑ᵢ wᵢ).

This follows by induction on N. For N = 0 only the empty walk contributes, and

(Hᴺ⁺¹ψ)(r) = ∑ₛ (Hᴺψ)(r + s)

puts a first step s in front of an N-step walk. In the code, `Fin.cons` joins the first step to the rest.

```lean
/-- The `N`-th power of the Hamiltonian sums the amplitude over the end points of all
`N`-step walks. -/
theorem hop_iterate (N : ℕ) (ψ : (Fin 3 → ℤ) → ℂ) (r : Fin 3 → ℤ) :
    hop^[N] ψ r = ∑ w ∈ Fintype.piFinset (fun _ : Fin N => bccSteps), ψ (r + ∑ i, w i) := by
  induction N generalizing r with
  | zero => simp
  | succ N ih =>
    rw [Function.iterate_succ_apply']
    simp only [hop, ih]
    rw [← Finset.sum_product']
    -- split a walk into its first step and the rest
    refine Finset.sum_nbij' (fun p => (Fin.cons p.1 p.2 : Fin (N + 1) → Fin 3 → ℤ))
      (fun w => (w 0, fun i => w i.succ)) ?_ ?_ ?_ ?_ ?_
    · intro p hp
      simpa [Fintype.mem_piFinset, Fin.forall_fin_succ] using hp
    · intro w hw
      simpa [Fintype.mem_piFinset, Fin.forall_fin_succ] using hw
    · intro p _
      simp
    · intro w _
      funext i
      refine Fin.cases ?_ (fun i => ?_) i <;> simp
    · intro p _
      simp [Fin.sum_univ_succ, add_assoc]
```

Now let ψ be the state localised at the origin and evaluate at r = 0. Each closed walk contributes 1 and every other walk 0, so

⟨0|H²ⁿ|0⟩ = (2n choose n)³.

This is the 2n-th moment of the local density of states, normalised to one state per site, in this non-interacting, nearest-neighbour model, and it gives an exact value against which a numerical density of states for the same model can be tested.

```lean
/-- The diagonal element at the origin of the 2n-th power of the bcc tight-binding
Hamiltonian is the cube of 2n choose n. -/
theorem local_moment (n : ℕ) :
    hop^[2 * n] siteState 0 = (((2 * n).choose n : ℕ) : ℂ) ^ 3 := by
  rw [hop_iterate, ← Nat.cast_pow, ← card_closed_walks]
  simp only [siteState, zero_add, Finset.sum_boole, walks]
```

## The same numbers from the band energy

Acting on a plane wave, H gives

∑ₛ exp(i q·(r + s)) = exp(i q·r) ∑ₛ exp(i q·s).

Since the three signs in s are independent, the last sum factorises:

∑ₛ exp(i q·s) = ∏ⱼ (exp(i qⱼ) + exp(−i qⱼ)) = ∏ⱼ 2 cos qⱼ = E(q).

The intermediate facts `hadd`, `hfac` and `hcos` are the separation of the phase, the factorisation and the cosine identity.

```lean
/-- A plane wave is an eigenfunction of the Hamiltonian with the bcc band energy. -/
theorem hop_planeWave (k : Fin 3 → ℝ) (r : Fin 3 → ℤ) :
    hop (planeWave k) r = bandEnergy k * planeWave k r := by
  have hadd : ∀ s : Fin 3 → ℤ, planeWave k (r + s) =
      planeWave k r * ∏ j, Complex.exp (Complex.I * ((k j : ℂ) * (s j : ℂ))) := by
    intro s
    rw [planeWave, planeWave, ← Complex.exp_sum, ← Complex.exp_add]
    congr 1
    simp only [Fin.sum_univ_three, Pi.add_apply]
    push_cast
    ring
  -- the sum over the eight neighbours factorises into three sums over a sign
  have hfac : ∑ s ∈ bccSteps, ∏ j, Complex.exp (Complex.I * ((k j : ℂ) * (s j : ℂ))) =
      ∏ j, ∑ e ∈ ({1, -1} : Finset ℤ), Complex.exp (Complex.I * ((k j : ℂ) * (e : ℂ))) := by
    rw [Finset.prod_univ_sum, bccSteps]
  have hcos : ∀ j, ∑ e ∈ ({1, -1} : Finset ℤ),
      Complex.exp (Complex.I * ((k j : ℂ) * (e : ℂ))) = 2 * Complex.cos (k j) := by
    intro j
    rw [Finset.sum_pair (by norm_num), Complex.cos]
    push_cast
    ring_nf
  simp only [hop, hadd]
  rw [← Finset.mul_sum, hfac]
  simp only [hcos, Fin.prod_univ_three, bandEnergy]
  push_cast
  ring
```

Averaging E²ⁿ over wave vectors needs one integral,

Iₙ = ∫ cos²ⁿ x dx from 0 to 2π = 2π (2n choose n) / 4ⁿ.

For n = 0 it is 2π. Integration by parts, whose boundary term vanishes because sin 0 = sin 2π = 0, gives

Iₙ₊₁ = (2n + 1)/(2n + 2) · Iₙ.

The right-hand side obeys the same recursion, because

(2n+2 choose n+1) = 2(2n + 1)/(n + 1) · (2n choose n).

Mathlib writes (2n choose n) as `centralBinom`.

```lean
/-- The integral of an even power of the cosine over a full period. -/
theorem cos_moment (n : ℕ) : ∫ x in (0 : ℝ)..(2 * Real.pi), Real.cos x ^ (2 * n) =
    2 * Real.pi * (n.centralBinom : ℝ) / 4 ^ n := by
  induction n with
  | zero => simp
  | succ n ih =>
    have h : ((n : ℝ) + 1) * ((n + 1).centralBinom : ℝ) =
        2 * (2 * n + 1) * (n.centralBinom : ℝ) := by
      exact_mod_cast Nat.succ_mul_centralBinom_succ n
    have hn : (n : ℝ) + 1 ≠ 0 := by positivity
    have hc : ((n + 1).centralBinom : ℝ) =
        2 * (2 * n + 1) * (n.centralBinom : ℝ) / (n + 1) := by
      rw [eq_div_iff hn]
      linarith
    rw [show 2 * (n + 1) = 2 * n + 2 by ring, integral_cos_pow, ih, hc]
    simp only [Real.sin_two_pi, Real.sin_zero, mul_zero, sub_zero, zero_div, zero_add]
    push_cast
    rw [pow_succ, show (2 : ℝ) * n + 2 = 2 * (n + 1) by ring]
    field_simp
    ring
```

The integrand E²ⁿ is 8²ⁿ times a product of three cosine powers, and 8²ⁿ = 64ⁿ = (4ⁿ)³. Hence

(2π)⁻³ ∫∫∫ E²ⁿ = (2π)⁻³ (4ⁿ)³ Iₙ³ = (2n choose n)³.

The average runs over a cube of edge 2π, which has the volume of four bcc Brillouin zones; by periodicity it equals the average over one zone, that is, the 2n-th moment of the density of states normalised to one state per site. The theorem itself is about the cube, and the density of states is not defined as an object in the code. The agreement with the matrix element comes from evaluating both sides, with no appeal to a spectral theorem.

```lean
/-- The average of the 2n-th power of the bcc band energy over the cube of wave vectors with
edge 2π is the cube of 2n choose n. -/
theorem band_moment (n : ℕ) :
    1 / (2 * Real.pi) ^ 3 * (∫ x in (0 : ℝ)..(2 * Real.pi), ∫ y in (0 : ℝ)..(2 * Real.pi),
      ∫ z in (0 : ℝ)..(2 * Real.pi), bandEnergy ![x, y, z] ^ (2 * n)) =
    ((2 * n).choose n : ℝ) ^ 3 := by
  have h8 : (8 : ℝ) ^ (2 * n) = (4 ^ n) ^ 3 := by
    calc (8 : ℝ) ^ (2 * n) = (8 ^ 2) ^ n := pow_mul _ _ _
      _ = (4 ^ 3) ^ n := by norm_num
      _ = (4 ^ n) ^ 3 := by rw [← pow_mul, ← pow_mul, mul_comm]
  have h : ∀ x y z : ℝ, bandEnergy ![x, y, z] ^ (2 * n) =
      (4 ^ n) ^ 3 * Real.cos x ^ (2 * n) * Real.cos y ^ (2 * n) * Real.cos z ^ (2 * n) := by
    intro x y z
    change (8 * Real.cos x * Real.cos y * Real.cos z) ^ (2 * n) = _
    rw [mul_pow, mul_pow, mul_pow, h8]
  -- the triple integral is a product of three cosine integrals
  simp only [h, intervalIntegral.integral_const_mul, intervalIntegral.integral_mul_const,
    cos_moment]
  rw [← Nat.centralBinom_eq_two_mul_choose]
  have hq : (4 : ℝ) ^ n ≠ 0 := by positivity
  have hpi : Real.pi ≠ 0 := Real.pi_ne_zero
  generalize (4 : ℝ) ^ n = q at hq ⊢
  field_simp

end

end BccClosedWalks
```

```lean
#print axioms BccClosedWalks.card_closed_walks
-- 'BccClosedWalks.card_closed_walks' depends on axioms: [propext, Classical.choice, Quot.sound]
#print axioms BccClosedWalks.local_moment
-- 'BccClosedWalks.local_moment' depends on axioms: [propext, Classical.choice, Quot.sound]
#print axioms BccClosedWalks.hop_planeWave
-- 'BccClosedWalks.hop_planeWave' depends on axioms: [propext, Classical.choice, Quot.sound]
#print axioms BccClosedWalks.band_moment
-- 'BccClosedWalks.band_moment' depends on axioms: [propext, Classical.choice, Quot.sound]
```
